# Strong ellipticity of a planar square crystal does not imply Born stability

Suppose a planar square crystal is judged stable because all its long-wavelength sound speeds are real and nonzero. The verdict can be wrong: the same crystal may lower its elastic energy by expanding uniformly. A plane wave with direction n and polarisation a strains the crystal only in the pattern (n_i a_j + n_j a_i)/2, and a uniform dilation is not of that form. The problems below find the exact inequalities for each kind of stability and the crystals that separate them. For simulation practice this means that, in an unstressed, linearly elastic, planar square crystal, real acoustic branches near zero wavevector do not replace a check of the elastic constants themselves.

## The crystal, its waves and its energy

The crystal has mirror lines along its axes and is given by three real constants, with no sign assumed. C11 is the stiffness along a crystal axis, C12 couples the strains along the two axes, and C44 is the in-plane shear stiffness. For a layer in the xy plane, three-dimensional Voigt notation calls this last constant C66.

```lean
import Mathlib

open Matrix

namespace SquareCrystalEllipticity

noncomputable section

/-- The three elastic constants of a planar square-symmetric crystal. -/
structure SquareCrystal where
  C11 : ℝ
  C12 : ℝ
  C44 : ℝ
```

Indices run over 0 and 1, as in `Fin 2`, and the coordinate axes are the crystal axes. The tensor C_ijkl equals C11 when all indices agree, C12 when i = j and k = l but i ≠ k, C44 when i ≠ j and k ≠ l, and zero otherwise.

```lean
/-- The stiffness tensor `C_ijkl` in the crystal axes. -/
def stiffness (c : SquareCrystal) (i j k l : Fin 2) : ℝ :=
  if i = j ∧ k = l then (if i = k then c.C11 else c.C12)
  else if i ≠ j ∧ k ≠ l then c.C44 else 0
```

For a wave along n, the Christoffel matrix is

Γ_ik = Σ_jl C_ijkl n_j n_l.

When n is a unit vector, its eigenvalues are ρv², where ρ is the mass density and v the sound speed. The density does not enter the formal statements.

```lean
/-- The Christoffel matrix `Γ_ik = ∑ C_ijkl n_j n_l` for propagation along `n`. -/
def christoffel (c : SquareCrystal) (n : Fin 2 → ℝ) : Matrix (Fin 2) (Fin 2) ℝ :=
  Matrix.of fun i k => ∑ j, ∑ l, stiffness c i j k l * n j * n l
```

Strong ellipticity says that a·Γ(n)a > 0 for every unit vector n and every nonzero real a. In `StronglyElliptic` the direction is normalised by `n ⬝ᵥ n = 1`, while the polarisation may have any length.

```lean
/-- Strong ellipticity: the Christoffel matrix is positive definite in every unit direction. -/
def StronglyElliptic (c : SquareCrystal) : Prop :=
  ∀ n : Fin 2 → ℝ, n ⬝ᵥ n = 1 → ∀ a : Fin 2 → ℝ, a ≠ 0 → 0 < a ⬝ᵥ (christoffel c n *ᵥ a)
```

The energy density of a strain e is

W = ½ Σ_ijkl C_ijkl e_ij e_kl.

Here e₀₁ is the tensor shear strain, half the engineering shear.

```lean
/-- The elastic energy density `½ ∑ C_ijkl e_ij e_kl` of a strain `e`. -/
def energy (c : SquareCrystal) (e : Matrix (Fin 2) (Fin 2) ℝ) : ℝ :=
  1 / 2 * ∑ i, ∑ j, ∑ k, ∑ l, stiffness c i j k l * e i j * e k l
```

Born stability requires W > 0 for every nonzero symmetric strain. The model is harmonic and homogeneous, has no initial stress, and allows no out-of-plane motion.

```lean
/-- Born stability: every nonzero symmetric strain costs positive energy. -/
def BornStable (c : SquareCrystal) : Prop :=
  ∀ e : Matrix (Fin 2) (Fin 2) ℝ, e.IsSymm → e ≠ 0 → 0 < energy c e
```

## (a) The Christoffel form in components

**Task.** Write a·Γ(n)a in terms of the three constants.

**Solution.** In the diagonal entry Γ₀₀, the only nonzero terms have j = l, which gives C11 n₀² + C44 n₁². Likewise Γ₁₁ = C44 n₀² + C11 n₁². The off-diagonal entry receives C12 n₀n₁ from C₀₀₁₁ and C44 n₀n₁ from C₀₁₁₀. With

S = (C11 n₀² + C44 n₁²) a₀² + (C44 n₀² + C11 n₁²) a₁²,

X = n₀ n₁ a₀ a₁,

the form is

a·Γ(n)a = S + 2(C12 + C44) X.

In Lean, `simp` unfolds the finite sums and `ring` compares the polynomials.

```lean
/-- The quadratic form of the Christoffel matrix for direction `n` and polarisation `a`. -/
theorem acoustic_form (c : SquareCrystal) (n a : Fin 2 → ℝ) :
    a ⬝ᵥ (christoffel c n *ᵥ a) =
      ((c.C11 * n 0 ^ 2 + c.C44 * n 1 ^ 2) * a 0 ^ 2
        + (c.C44 * n 0 ^ 2 + c.C11 * n 1 ^ 2) * a 1 ^ 2)
        + 2 * (c.C12 + c.C44) * (n 0 * n 1 * (a 0 * a 1)) := by
  simp [christoffel, stiffness, Matrix.mulVec, dotProduct, Fin.sum_univ_two]
  ring
```

## (b) Positivity of a weighted sum of squares

**Task.** Show that A v₀² + B v₁² > 0 when A > 0, B > 0 and v ≠ 0.

**Solution.** If both components vanished, v would be zero. So at least one is nonzero, and its term is positive while the other is nonnegative. The Lean proof obtains the same alternative by contradiction, and `positivity` settles each case.

```lean
/-- A sum of squares with positive weights is positive on nonzero planar vectors. -/
theorem weighted_sq_pos {A B : ℝ} (hA : 0 < A) (hB : 0 < B) {v : Fin 2 → ℝ} (hv : v ≠ 0) :
    0 < A * v 0 ^ 2 + B * v 1 ^ 2 := by
  have h : v 0 ≠ 0 ∨ v 1 ≠ 0 := by
    by_contra hc
    rw [not_or, not_not, not_not] at hc
    apply hv
    funext i
    fin_cases i
    · exact hc.1
    · exact hc.2
  rcases h with h | h <;> positivity
```

## (c) Interpolation between two couplings

**Task.** Let S > 0, and let S + 2MX and S − 2MX both be nonnegative. Show that S + 2KX > 0 whenever |K| < M.

**Solution.** The condition |K| < M makes M, M + K and M − K positive. Expanding the right-hand side confirms that

2M(S + 2KX) = (M + K)(S + 2MX) + (M − K)(S − 2MX).

Both products are nonnegative. The two brackets S ± 2MX add up to 2S > 0, so at least one of them is positive, and so is the whole sum. Dividing by 2M gives the claim.

The Lean proof asks whether S + 2MX is positive or zero. In each case `nlinarith` receives the two products and finds the identity.

```lean
/-- If `S + 2 K X` is nonnegative at the couplings `K = M` and `K = -M`, and `S` is positive,
then it is positive at every coupling strictly between them. -/
theorem coupling_interpolation {S X M K : ℝ} (hS : 0 < S) (h1 : 0 ≤ S + 2 * M * X)
    (h2 : 0 ≤ S - 2 * M * X) (hK : |K| < M) : 0 < S + 2 * K * X := by
  obtain ⟨hl, hr⟩ := abs_lt.mp hK
  have hM : 0 < M := by linarith
  have hP : 0 < M + K := by linarith
  have hQ : 0 < M - K := by linarith
  have key : 0 < M * (S + 2 * K * X) := by
    rcases h1.lt_or_eq with h | h
    · nlinarith [mul_pos hP h, mul_nonneg hQ.le h2]
    · have h2' : 0 < S - 2 * M * X := by linarith
      nlinarith [mul_nonneg hP.le h1, mul_pos hQ h2']
  exact (mul_pos_iff_of_pos_left hM).mp key
```

## (d) The exact condition for strong ellipticity

**Task.** Show that Γ(n) is positive definite in every unit direction if and only if

C11 > 0, C44 > 0 and |C12 + C44| < C11 + C44.

**Solution, necessity.** Take n = (1, 0). The polarisations (1, 0) and (0, 1) give the values C11 and C44, so both are positive. Now take n = (s, s) with s² = 1/2. The longitudinal polarisation (1, 1) and the transverse one (1, −1) give

C11 + C12 + 2C44 > 0,

C11 − C12 > 0.

These polarisations have squared length 2, so the corresponding eigenvalues of Γ are half of these values. The two inequalities say that C12 + C44 lies strictly between −(C11 + C44) and C11 + C44.

**Solution, sufficiency.** Let n be a unit vector and a ≠ 0. By (b), applied to n, both weights in S are positive. By (b), applied to a, S itself is positive. At the extreme couplings ±(C11 + C44) the form is a sum of squares:

S ± 2(C11 + C44) X = C11 (n₀a₀ ± n₁a₁)² + C44 (n₁a₀ ± n₀a₁)² ≥ 0.

Part (c) with M = C11 + C44 and K = C12 + C44 gives a·Γ(n)a > 0.

In Lean, `h1` to `h4` are the four test waves, and `linarith` combines them. For the converse, the nested uses of `weighted_sq_pos` prove S > 0, and the two `nlinarith` calls are given the squares above.

```lean
/-- The Christoffel matrix of a square crystal is positive definite in every unit direction
iff `C11 > 0`, `C44 > 0` and `|C12 + C44| < C11 + C44`. -/
theorem stronglyElliptic_iff (c : SquareCrystal) :
    StronglyElliptic c ↔ 0 < c.C11 ∧ 0 < c.C44 ∧ |c.C12 + c.C44| < c.C11 + c.C44 := by
  constructor
  · intro h
    -- waves along a crystal axis
    have hx : (![1, 0] : Fin 2 → ℝ) ⬝ᵥ ![1, 0] = 1 := by simp [dotProduct, Fin.sum_univ_two]
    have h1 := h ![1, 0] hx ![1, 0] (fun h0 => by simpa using congrFun h0 0)
    have h2 := h ![1, 0] hx ![0, 1] (fun h0 => by simpa using congrFun h0 1)
    -- waves along the diagonal
    obtain ⟨s, hs⟩ : ∃ s : ℝ, s * s = 1 / 2 :=
      ⟨√(1 / 2), Real.mul_self_sqrt (by norm_num)⟩
    have hs2 : s ^ 2 = 1 / 2 := by rw [sq, hs]
    have hd : (![s, s] : Fin 2 → ℝ) ⬝ᵥ ![s, s] = 1 := by
      have : (![s, s] : Fin 2 → ℝ) ⬝ᵥ ![s, s] = s * s + s * s := by
        simp [dotProduct, Fin.sum_univ_two]
      rw [this, hs]; norm_num
    have h3 := h ![s, s] hd ![1, 1] (fun h0 => by simpa using congrFun h0 0)
    have h4 := h ![s, s] hd ![1, -1] (fun h0 => by simpa using congrFun h0 0)
    rw [acoustic_form] at h1 h2 h3 h4
    simp only [Matrix.cons_val_zero, Matrix.cons_val_one, hs, hs2] at h1 h2 h3 h4
    refine ⟨by linarith, by linarith, abs_lt.mpr ⟨by linarith, by linarith⟩⟩
  · rintro ⟨hL, hT, hK⟩ n hn a ha
    have hn0 : n ≠ 0 := by
      rintro rfl
      simp at hn
    rw [acoustic_form]
    -- at the two extreme couplings the form is a sum of squares
    refine coupling_interpolation
      (weighted_sq_pos (weighted_sq_pos hL hT hn0) (weighted_sq_pos hT hL hn0) ha) ?_ ?_ hK
    · nlinarith [mul_nonneg hL.le (sq_nonneg (n 0 * a 0 + n 1 * a 1)),
        mul_nonneg hT.le (sq_nonneg (n 1 * a 0 + n 0 * a 1))]
    · nlinarith [mul_nonneg hL.le (sq_nonneg (n 0 * a 0 - n 1 * a 1)),
        mul_nonneg hT.le (sq_nonneg (n 1 * a 0 - n 0 * a 1))]
```

## (e) The energy in dilation, deviatoric strain and shear

**Task.** Diagonalise W for a symmetric strain.

**Solution.** The four shear terms of the sum are equal because e₁₀ = e₀₁. Therefore

W = ½ C11 (e₀₀² + e₁₁²) + C12 e₀₀e₁₁ + 2 C44 e₀₁².

Rewriting the first two terms through the sum and difference of e₀₀ and e₁₁ gives

W = (C11 + C12)(e₀₀ + e₁₁)²/4 + (C11 − C12)(e₀₀ − e₁₁)²/4 + 2 C44 e₀₁².

The Lean proof takes e₁₀ = e₀₁ from the symmetry hypothesis, expands the sums and closes with `ring`.

```lean
/-- The elastic energy of a symmetric strain, split into dilation, deviatoric strain and shear. -/
theorem energy_eq (c : SquareCrystal) {e : Matrix (Fin 2) (Fin 2) ℝ} (he : e.IsSymm) :
    energy c e = (c.C11 + c.C12) * (e 0 0 + e 1 1) ^ 2 / 4
      + (c.C11 - c.C12) * (e 0 0 - e 1 1) ^ 2 / 4 + 2 * c.C44 * e 0 1 ^ 2 := by
  have h : e 1 0 = e 0 1 := he.apply 0 1
  simp [energy, stiffness, Fin.sum_univ_two, h]
  ring
```

## (f) The Born criteria

**Task.** Show that W > 0 for every nonzero symmetric strain if and only if C44 > 0 and |C12| < C11.

**Solution.** Three strains give the necessary conditions:

- The dilation e₀₀ = e₁₁ = 1 has energy C11 + C12.
- The deviatoric strain e₀₀ = 1, e₁₁ = −1 has energy C11 − C12.
- The shear e₀₁ = e₁₀ = 1 has energy 2C44.

All three must be positive, which is the stated condition. For strains scaled so that Σ e_ij² = 1, the energies are half of these.

Conversely, the condition makes all three coefficients in (e) positive. The energy could then vanish only if e₀₀ + e₁₁, e₀₀ − e₁₁ and e₀₁ were all zero, and that would make e = 0.

In Lean, the auxiliary statement `test` turns Born stability into an inequality for the matrix with diagonal x, y and shear z, and is used for the three strains above. The converse splits on which of the three combinations vanish; the case where all do contradicts e ≠ 0.

```lean
/-- The Born criteria of a planar square crystal: `C44 > 0` and `|C12| < C11`. -/
theorem bornStable_iff (c : SquareCrystal) :
    BornStable c ↔ 0 < c.C44 ∧ |c.C12| < c.C11 := by
  constructor
  · intro h
    have test : ∀ x y z : ℝ, (x ≠ 0 ∨ z ≠ 0) → 0 < (c.C11 + c.C12) * (x + y) ^ 2 / 4
        + (c.C11 - c.C12) * (x - y) ^ 2 / 4 + 2 * c.C44 * z ^ 2 := by
      intro x y z hne
      have hs : (!![x, z; z, y] : Matrix (Fin 2) (Fin 2) ℝ).IsSymm := by
        apply Matrix.IsSymm.ext
        intro i j
        fin_cases i <;> fin_cases j <;> rfl
      have h0 : (!![x, z; z, y] : Matrix (Fin 2) (Fin 2) ℝ) ≠ 0 := by
        intro h0
        have hx : x = 0 := congrFun (congrFun h0 0) 0
        have hz : z = 0 := congrFun (congrFun h0 0) 1
        exact hne.elim (fun k => k hx) (fun k => k hz)
      have hW := h _ hs h0
      rw [energy_eq c hs] at hW
      exact hW
    -- pure dilation, pure deviatoric strain, pure shear
    have h1 := test 1 1 0 (Or.inl one_ne_zero)
    have h2 := test 1 (-1) 0 (Or.inl one_ne_zero)
    have h3 := test 0 0 1 (Or.inr one_ne_zero)
    norm_num at h1 h2 h3
    exact ⟨by linarith, abs_lt.mpr ⟨by linarith, by linarith⟩⟩
  · rintro ⟨hT, hK⟩ e he hne
    obtain ⟨hl, hr⟩ := abs_lt.mp hK
    have hP : 0 < c.C11 + c.C12 := by linarith
    have hQ : 0 < c.C11 - c.C12 := by linarith
    rw [energy_eq c he]
    have p1 := mul_nonneg hP.le (sq_nonneg (e 0 0 + e 1 1))
    have p2 := mul_nonneg hQ.le (sq_nonneg (e 0 0 - e 1 1))
    have p3 := mul_nonneg hT.le (sq_nonneg (e 0 1))
    have sqpos : ∀ t : ℝ, t ≠ 0 → 0 < t ^ 2 := fun t ht => by positivity
    by_cases k1 : e 0 0 + e 1 1 = 0
    · by_cases k2 : e 0 0 - e 1 1 = 0
      · by_cases k3 : e 0 1 = 0
        · exfalso
          apply hne
          have k4 : e 1 0 = 0 := (he.apply 0 1).trans k3
          ext i j
          fin_cases i <;> fin_cases j
          · change e 0 0 = 0
            linarith
          · exact k3
          · exact k4
          · change e 1 1 = 0
            linarith
        · linarith [mul_pos hT (sqpos _ k3)]
      · linarith [mul_pos hQ (sqpos _ k2)]
    · linarith [mul_pos hP (sqpos _ k1)]
```

## (g) Elliptic crystals that fail the Born criteria

**Task.** Characterise the strongly elliptic crystals that are not Born stable.

**Solution.** The modulus condition in (d) splits into

C12 < C11 and −2C44 < C11 + C12.

Since C44 > 0 and C12 < C11 already hold, the only Born condition left to fail is C11 + C12 > 0. The crystals sought are therefore those with

C11 > 0, C44 > 0, C12 < C11 and −2C44 < C11 + C12 ≤ 0.

The two ends of the last range are limiting cases of different kinds. At C11 + C12 = 0 the crystal is still elliptic, but dilation costs no energy. At C11 + C12 = −2C44 the longitudinal wave along the diagonal has zero speed, and ellipticity is lost.

The Lean proof rewrites both stability notions by (d) and (f), unfolds the absolute values and leaves linear inequalities to `linarith`.

```lean
/-- The strongly elliptic crystals that violate Born stability are exactly those with
`C11 > 0`, `C44 > 0`, `C12 < C11` and `-2 C44 < C11 + C12 ≤ 0`. -/
theorem elliptic_not_born_iff (c : SquareCrystal) :
    (StronglyElliptic c ∧ ¬ BornStable c) ↔
      0 < c.C11 ∧ 0 < c.C44 ∧ c.C12 < c.C11 ∧
        -2 * c.C44 < c.C11 + c.C12 ∧ c.C11 + c.C12 ≤ 0 := by
  rw [stronglyElliptic_iff, bornStable_iff, abs_lt, abs_lt]
  constructor
  · rintro ⟨⟨hL, hT, hl, hr⟩, hB⟩
    refine ⟨hL, hT, by linarith, by linarith, ?_⟩
    by_contra hc
    exact hB ⟨hT, by linarith, by linarith⟩
  · rintro ⟨hL, hT, h1, h2, h3⟩
    exact ⟨⟨hL, hT, by linarith, by linarith⟩, fun hB => by linarith [hB.2.1]⟩
```

## (h) A crystal with real sound speeds and negative dilation energy

**Task.** Check the crystal with C11 = 1, C12 = −2 and C44 = 1, in arbitrary units of stiffness.

**Solution.** Both C11 and C44 are positive, and

|C12 + C44| = 1 < 2 = C11 + C44,

so the crystal is strongly elliptic. For unit strain along both axes, (e) gives

W = (1 − 2)·2²/4 = −1.

The unit strain only sets the scale: the energy is quadratic, so a small dilation ε along both axes has energy −ε².

In the Lean statement, `⟨1, -2, 1⟩` lists the constants in the order C11, C12, C44, and the final argument `1` of `energy` is the identity matrix, which is the dilation. The first half follows from (d) and the second from (e), with `norm_num` doing the arithmetic.

```lean
/-- The crystal with `C11 = 1`, `C12 = -2`, `C44 = 1` is strongly elliptic, yet the uniform
dilation with unit strain along both axes has energy `-1`. -/
theorem elliptic_with_negative_dilation_energy :
    StronglyElliptic ⟨1, -2, 1⟩ ∧ energy ⟨1, -2, 1⟩ 1 = -1 := by
  constructor
  · rw [stronglyElliptic_iff]
    refine ⟨by norm_num, by norm_num, abs_lt.mpr ⟨by norm_num, by norm_num⟩⟩
  · rw [energy_eq _ Matrix.isSymm_one]
    norm_num [Matrix.one_apply]

end

end SquareCrystalEllipticity
```

```lean
#print axioms SquareCrystalEllipticity.elliptic_not_born_iff
#print axioms SquareCrystalEllipticity.elliptic_with_negative_dilation_energy
```

```
'SquareCrystalEllipticity.elliptic_not_born_iff' depends on axioms: [propext, Classical.choice, Quot.sound]
'SquareCrystalEllipticity.elliptic_with_negative_dilation_energy' depends on axioms: [propext, Classical.choice, Quot.sound]
```
